# Closed formula for first-order multiplet intensities from $n \ge 1$ equivalent spin-$s/2$ neighbours

A proton coupled to the two equivalent protons of a neighbouring CH₂ group appears, to first order, as three lines with intensities 1:2:1. Give each neighbour a level index, 0 for spin up and 1 for spin down. The lines then correspond to index sums 0, 1 and 2, and each intensity counts the pairs with that sum.

For the sum 2, first let the indices be any non-negative integers. There are three pairs: $(0,2)$, $(1,1)$ and $(2,0)$. Two of them contain an index that a spin-½ nucleus doesn't have, so $3-2=1$ remains. The general formula makes the same correction for any number of neighbours and any spin.

## Counting configurations by their total projection

Let $n$ equivalent neighbours have spin $s/2$. The letter $s$ is thus twice the spin quantum number, usually written $I$: $s=1$ for a proton and $s=2$ for a deuteron. Neighbour $i$, with $i=0,\dots,n-1$, is in level $c_i\in\{0,\dots,s\}$ and has projection $s/2-c_i$ in units of $\hbar$. The total projection is

$$M=\sum_i\left(\frac s2-c_i\right)=\frac{ns}2-\sum_i c_i .$$

Line $k$ is the one with $M=ns/2-k$, so its intensity $N_k$ is the number of configurations with $\sum_i c_i=k$. Write $P(x)=1+x+\dots+x^s$. Expanding its $n$th power means choosing one term from each factor:

$$P(x)^n=\sum_c\prod_i x^{c_i}=\sum_c x^{\sum_i c_i}.$$

Hence $N_k$ is the coefficient of $x^k$ in $P(x)^n$.

Let $G(x)=\sum_{m\ge0}x^m$. Since $(1-x)P=1-x^{s+1}$ and $(1-x)G=1$, we have $P=(1-x^{s+1})G$, and therefore

$$P^n=(1-x^{s+1})^n\,G^n .$$

The first factor is $\sum_{j=0}^n(-1)^j\binom nj x^{j(s+1)}$. For $n\ge1$, the coefficient of $x^m$ in $G^n$ is the number of ways to write $m$ as an ordered sum of $n$ non-negative integers. Each way is a row of $m$ dots and $n-1$ bars, so the number is $\binom{n-1+m}{n-1}$. Term $j$ contributes to $x^k$ only if $j(s+1)\le k$, and then with $m=k-j(s+1)$:

$$N_k=\sum_{\substack{0\le j\le n\\ j(s+1)\le k}}(-1)^j\binom nj\binom{n-1+k-j(s+1)}{n-1}.$$

Three consequences follow.

- If $k\le s$, only $j=0$ satisfies the condition, so $N_k=\binom{n-1+k}{n-1}$.
- Replacing every $c_i$ by $s-c_i$ changes $M$ into $-M$, so $N_k=N_{ns-k}$ for $k\le ns$.
- For $n=2$, the first result gives $N_k=k+1$ when $k\le s$, and the mirror symmetry gives $N_k=2s-k+1$ when $s\le k\le 2s$. Together these are $N_k=\min(k,2s-k)+1$. Two deuterons give 1:2:3:2:1.

## Configurations, intensities and the level polynomial in Lean

```lean
import Mathlib

open Finset

namespace MultipletIntensities

noncomputable section
```

A configuration is a function `c : Fin n → Fin (s + 1)`, which assigns a level to each neighbour. Its projection is a rational number, so half-integers need no special treatment.

```lean
/-- Total spin projection of `n` neighbours of spin `s/2`, where a neighbour in level `c`
(counted from the top, `c = 0, ..., s`) has projection `s/2 - c`. -/
def projection {n s : ℕ} (c : Fin n → Fin (s + 1)) : ℚ :=
  ∑ i, ((s : ℚ) / 2 - ((c i : ℕ) : ℚ))
```

The intensity is defined by the physical condition on the projection, with no reference to a polynomial.

```lean
/-- Intensity of line `k` of the multiplet: the number of configurations of `n` neighbours of
spin `s/2` whose total projection is `n s / 2 - k`. -/
def intensity (n s k : ℕ) : ℕ :=
  (univ.filter (fun c : Fin n → Fin (s + 1) =>
    projection c = (n : ℚ) * s / 2 - k)).card
```

These are unnormalised counts; dividing by $(s+1)^n$ gives each line's share of the multiplet. That a measured line area is proportional to the count is the physical assumption here. It requires first-order coupling, with one coupling constant for all neighbours, and equally populated neighbour levels.

The same count is the degeneracy of the eigenvalue $M$ of the total $I_z$ for a finite set of $n$ spins, since the products of single-spin $I_z$ eigenstates form an eigenbasis of that operator.

```lean
/-- The polynomial `1 + x + ... + x^s`, with one term for each level of a single neighbour. -/
def levelPoly (s : ℕ) : Polynomial ℤ :=
  ∑ i ∈ range (s + 1), Polynomial.X ^ i
```

The coefficients are integers because the closed formula has alternating signs. For the same reason, the theorems below convert `intensity` to an integer.

## From projections to coefficients

```lean
/-- The total projection is `n s / 2 - k` exactly when the level indices add up to `k`. -/
theorem projection_eq_iff {n s : ℕ} (c : Fin n → Fin (s + 1)) (k : ℕ) :
    projection c = (n : ℚ) * s / 2 - k ↔ ∑ i, (c i : ℕ) = k := by
  have h : projection c = (n : ℚ) * s / 2 - ((∑ i, (c i : ℕ) : ℕ) : ℚ) := by
    unfold projection
    rw [Finset.sum_sub_distrib, Nat.cast_sum]
    simp only [Finset.sum_const, Finset.card_univ, Fintype.card_fin, nsmul_eq_mul]
    ring
  rw [h]
  constructor
  · intro h'
    have h2 : ((∑ i, (c i : ℕ) : ℕ) : ℚ) = (k : ℚ) := by linarith
    exact Nat.cast_injective (R := ℚ) h2
  · intro h'
    rw [h']
```

The auxiliary equation `h` is the formula for $M$ derived above. Comparing it with $ns/2-k$ gives an equality of rational numbers, which `Nat.cast_injective` turns into one of natural numbers.

```lean
/-- The intensity of line `k` is the coefficient of `x^k` in `(1 + x + ... + x^s)^n`. -/
theorem intensity_eq_coeff (n s k : ℕ) :
    (intensity n s k : ℤ) = (levelPoly s ^ n).coeff k := by
  -- expanding the power gives one monomial for each configuration
  have h : levelPoly s ^ n =
      ∑ c : Fin n → Fin (s + 1), (Polynomial.X : Polynomial ℤ) ^ (∑ i, (c i : ℕ)) := by
    rw [levelPoly, Finset.sum_range, Fintype.sum_pow]
    exact Finset.sum_congr rfl fun c _ => Finset.prod_pow_eq_pow_sum _ _ _
  rw [h, Polynomial.finsetSum_coeff]
  simp only [Polynomial.coeff_X_pow, intensity, projection_eq_iff]
  rw [Finset.card_filter, Nat.cast_sum]
  refine Finset.sum_congr rfl fun c _ => ?_
  by_cases hc : ∑ i, (c i : ℕ) = k
  · rw [if_pos hc, if_pos hc.symm, Nat.cast_one]
  · rw [if_neg hc, if_neg (Ne.symm hc), Nat.cast_zero]
```

`Fintype.sum_pow` expands the power over all configurations, and `Finset.prod_pow_eq_pow_sum` merges each product into a single monomial. A monomial contributes 1 if its exponent is $k$ and 0 otherwise. `Finset.card_filter` writes the intensity as the same sum of ones and zeros.

## The geometric series and the closed formula

```lean
/-- As a power series, `1 + x + ... + x^s` is `1 - x^(s+1)` times the full geometric series. -/
theorem levelPoly_series (s : ℕ) :
    (levelPoly s : PowerSeries ℤ) =
      (1 - PowerSeries.X ^ (s + 1)) * (PowerSeries.mk 1 : PowerSeries ℤ) := by
  have h : levelPoly s + Polynomial.X ^ (s + 1) = 1 + levelPoly s * Polynomial.X := by
    have h0 := geom_sum_mul_neg (Polynomial.X : Polynomial ℤ) (s + 1)
    unfold levelPoly
    linear_combination h0
  have h1 := congrArg (fun p : Polynomial ℤ => (p : PowerSeries ℤ)) h
  simp only [Polynomial.coe_add, Polynomial.coe_mul, Polynomial.coe_pow, Polynomial.coe_X,
    Polynomial.coe_one] at h1
  have h2 := PowerSeries.mk_one_mul_one_sub_eq_one ℤ
  linear_combination (PowerSeries.mk 1 : PowerSeries ℤ) * h1 - (levelPoly s : PowerSeries ℤ) * h2
```

The series $G$ is `PowerSeries.mk 1`, all of whose coefficients are 1. The proof starts from $P+x^{s+1}=1+Px$, regards it as an identity of power series, and combines it with $G(1-x)=1$. The final `linear_combination` multiplies the first identity by $G$ and subtracts $P$ times the second.

```lean
/-- Closed formula for the coefficient of `x^k` in `(1 + x + ... + x^s)^n`, for `n ≥ 1`. -/
theorem coeff_closed_formula (n s k : ℕ) (hn : 1 ≤ n) :
    (levelPoly s ^ n).coeff k =
      ∑ j ∈ (range (n + 1)).filter (fun j => j * (s + 1) ≤ k),
        (-1 : ℤ) ^ j * (n.choose j : ℤ) *
          ((n - 1 + (k - j * (s + 1))).choose (n - 1) : ℤ) := by
  obtain ⟨d, rfl⟩ : ∃ d, n = d + 1 := ⟨n - 1, by omega⟩
  -- binomial theorem for the numerator, known powers of the geometric series
  rw [← Polynomial.coeff_coe, Polynomial.coe_pow, levelPoly_series, mul_pow,
    PowerSeries.mk_one_pow_eq_mk_choose_add, sub_eq_neg_add (1 : PowerSeries ℤ), add_pow,
    Finset.sum_mul, map_sum, Finset.sum_filter]
  refine Finset.sum_congr rfl fun j _ => ?_
  have hterm : ∀ G : PowerSeries ℤ,
      (-(PowerSeries.X : PowerSeries ℤ) ^ (s + 1)) ^ j * 1 ^ (d + 1 - j) *
        ((d + 1).choose j : PowerSeries ℤ) * G =
      PowerSeries.C ((-1 : ℤ) ^ j * ((d + 1).choose j : ℤ)) *
        (PowerSeries.X ^ (j * (s + 1)) * G) := by
    intro G
    simp only [map_mul, map_pow, map_neg, map_one, map_natCast]
    rw [neg_pow ((PowerSeries.X : PowerSeries ℤ) ^ (s + 1)) j, ← pow_mul,
      mul_comm (s + 1) j, one_pow]
    ring
  -- multiplication by a power of x shifts the coefficients
  rw [hterm, PowerSeries.coeff_C_mul, PowerSeries.coeff_X_pow_mul']
  split_ifs
  · rw [PowerSeries.coeff_mk, Nat.add_sub_cancel]
  · rw [mul_zero]
```

After the factorisation, `add_pow` is the binomial theorem for $(1-x^{s+1})^n$. The statement `hterm` puts each term into the form constant times $x^{j(s+1)}$ times a series. `PowerSeries.coeff_X_pow_mul'` then reads off the shifted coefficient, or zero if $j(s+1)>k$, and this is the condition in the filtered sum.

The central device is the Mathlib lemma `PowerSeries.mk_one_pow_eq_mk_choose_add`. It says that the power $G^{d+1}$ has coefficients $\binom{d+m}{d}$, which is the count of dots and bars with $d=n-1$. Because the lemma is stated for the exponent $d+1$, the proof begins by writing $n$ in that form, and this is where it uses `hn`.

Without that hypothesis the formula fails for $n=0$ and every $k\ge1$. Take $k=1$: the coefficient of $x$ in $P^0=1$ is 0. On the right only $j=0$ remains, and since Lean evaluates `0 - 1` in the natural numbers as 0, that term is $\binom10=1$.

```lean
/-- Closed formula for the intensity of line `k` in the multiplet produced by `n ≥ 1`
equivalent neighbours of spin `s/2`. -/
theorem intensity_closed_formula (n s k : ℕ) (hn : 1 ≤ n) :
    (intensity n s k : ℤ) =
      ∑ j ∈ (range (n + 1)).filter (fun j => j * (s + 1) ≤ k),
        (-1 : ℤ) ^ j * (n.choose j : ℤ) *
          ((n - 1 + (k - j * (s + 1))).choose (n - 1) : ℤ) := by
  rw [intensity_eq_coeff, coeff_closed_formula n s k hn]
```

This is the formula for $N_k$, obtained by chaining the two preceding coefficient theorems. It holds for every natural $k$; beyond the last line, at $k>ns$, both sides are zero.

## Outer lines, mirror symmetry and two neighbours

```lean
/-- For `n ≥ 1` neighbours of spin `s/2`, each outer line `k ≤ s` has intensity
`choose (n - 1 + k) (n - 1)`. -/
theorem intensity_outer (n s k : ℕ) (hn : 1 ≤ n) (hk : k ≤ s) :
    intensity n s k = (n - 1 + k).choose (n - 1) := by
  -- only the term j = 0 survives
  have hf : (range (n + 1)).filter (fun j => j * (s + 1) ≤ k) = {0} := by
    ext j
    simp only [Finset.mem_filter, Finset.mem_range, Finset.mem_singleton]
    constructor
    · rintro ⟨_, h⟩
      by_contra hj
      have h1 : 1 ≤ j := Nat.one_le_iff_ne_zero.mpr hj
      nlinarith
    · rintro rfl
      exact ⟨by omega, by omega⟩
  have h := intensity_closed_formula n s k hn
  rw [hf, Finset.sum_singleton] at h
  simp only [pow_zero, Nat.choose_zero_right, Nat.cast_one, one_mul, zero_mul,
    Nat.sub_zero] at h
  exact Nat.cast_injective (R := ℤ) h
```

The equation `hf` shows that the filtered range is $\{0\}$: any $j\ge1$ would give $j(s+1)\ge s+1>k$. What remains of the sum is a single binomial coefficient.

```lean
/-- Reversing every neighbouring spin reverses the sign of the total projection. -/
theorem projection_rev {n s : ℕ} (c : Fin n → Fin (s + 1)) :
    projection (fun i => (c i).rev) = -projection c := by
  unfold projection
  rw [← Finset.sum_neg_distrib]
  refine Finset.sum_congr rfl fun i _ => ?_
  have h : ((c i).rev : ℕ) + (c i : ℕ) = s := by
    have := (c i).isLt
    rw [Fin.val_rev]
    omega
  have h' : (((c i).rev : ℕ) : ℚ) + ((c i : ℕ) : ℚ) = s := by exact_mod_cast h
  linarith
```

`Fin.rev` sends level $c_i$ to $s-c_i$, so each projection changes sign.

```lean
/-- The multiplet is symmetric about its centre: lines `k` and `n s - k` have equal intensity
for `k ≤ n s`. -/
theorem intensity_mirror (n s k : ℕ) (hk : k ≤ n * s) :
    intensity n s k = intensity n s (n * s - k) := by
  have hc : ((n * s - k : ℕ) : ℚ) = (n : ℚ) * s - k := by
    rw [Nat.cast_sub hk, Nat.cast_mul]
  unfold intensity
  refine Finset.card_nbij' (fun c i => (c i).rev) (fun c i => (c i).rev) ?_ ?_ ?_ ?_
  · intro c h
    have h' := (Finset.mem_filter.mp h).2
    refine Finset.mem_filter.mpr ⟨Finset.mem_univ _, ?_⟩
    rw [projection_rev, h', hc]
    ring
  · intro c h
    have h' := (Finset.mem_filter.mp h).2
    refine Finset.mem_filter.mpr ⟨Finset.mem_univ _, ?_⟩
    rw [projection_rev, h', hc]
    ring
  · intro c _
    funext i
    exact Fin.rev_rev (c i)
  · intro c _
    funext i
    exact Fin.rev_rev (c i)
```

Reversal maps the configurations of line $k$ to those of line $ns-k$ and is its own inverse. `Finset.card_nbij'` takes the two maps, checks that each lands in the right set and undoes the other, and concludes that the sets have equal size. No condition on $n$ is needed.

```lean
/-- Two equivalent neighbours of spin `s/2` give a triangular multiplet: line `k ≤ 2 s` has
intensity `min k (2 s - k) + 1`. -/
theorem intensity_two (s k : ℕ) (hk : k ≤ 2 * s) :
    intensity 2 s k = min k (2 * s - k) + 1 := by
  have outer : ∀ m, m ≤ s → intensity 2 s m = m + 1 := by
    intro m hm
    rw [intensity_outer 2 s m (by norm_num) hm, show 2 - 1 = 1 from rfl,
      Nat.choose_one_right, add_comm]
  rcases le_total k s with h | h
  · rw [outer k h, min_eq_left (by omega)]
  · rw [intensity_mirror 2 s k hk, outer _ (by omega), min_eq_right (by omega)]

end

end MultipletIntensities
```

The local statement `outer` handles $k\le s$. For $k\ge s$, the mirror theorem moves the line to $2s-k\le s$, where `outer` applies again.

```lean
#print axioms MultipletIntensities.intensity_closed_formula
#print axioms MultipletIntensities.intensity_two
```

```
'MultipletIntensities.intensity_closed_formula' depends on axioms: [propext, Classical.choice, Quot.sound]
'MultipletIntensities.intensity_two' depends on axioms: [propext, Classical.choice, Quot.sound]
```
